# Exactly C(N,k)·C(d−1,k−1) monomials of degree d ≥ 1 in N coordinates involve precisely k ≥ 1 of them

A molecule vibrates in N normal coordinates q_i, and its potential energy surface near equilibrium is expanded in products of them. Each product, such as q₁²q₂q₃, carries a force constant, which can be computed by electronic-structure methods. For a nonlinear molecule of twelve atoms N is 30, and the quartic part alone has 40920 constants if no symmetry is used. An n-mode expansion keeps only the terms that involve at most n different coordinates. With n = 2 the same molecule has 1335 quartic constants.

The counts below give these numbers for any N. They apply to polynomial force fields with one constant per monomial and no reduction by molecular symmetry. Constants that are zero by the choice of origin and coordinates are counted too: the linear ones vanish at equilibrium, and in normal coordinates so do those of the quadratic products q_iq_j with i ≠ j. The counts say how many constants a truncation removes, which is a different matter from how large those constants are.

## Monomials as lists of exponents

```lean
import Mathlib

open Finset

namespace NModeForceField

/-- The monomials of degree `d` in the coordinates `ι`, each given by its exponents. -/
def monomials (ι : Type*) [Fintype ι] [DecidableEq ι] (d : ℕ) : Finset (ι → ℕ) :=
  piAntidiag univ d
```

A monomial is stored as its exponents: a function `m : ι → ℕ` that gives each coordinate i in the finite index set `ι` a natural number m_i. Thus q₁²q₂q₃ has exponents 2, 1, 1 and zeros elsewhere. `Finset` means a finite set, and `monomials ι d` is the set of all exponent functions with total d. Because q₁q₂ and q₂q₁ have the same exponents, they share one force constant. Numerical prefactors such as 1/4! don't affect the count.

```lean
/-- The modes involved in a monomial: the coordinates whose exponent is not zero. -/
def modes {ι : Type*} [Fintype ι] (m : ι → ℕ) : Finset ι :=
  univ.filter (fun i => m i ≠ 0)
```

The modes of a monomial are the coordinates that occur in it. The definition starts from all coordinates, `univ`, and keeps those with m_i ≠ 0.

```lean
variable {ι : Type*} [Fintype ι] [DecidableEq ι]

/-- A monomial has degree `d` exactly when its exponents add up to `d`. -/
theorem mem_monomials {d : ℕ} {m : ι → ℕ} : m ∈ monomials ι d ↔ ∑ i, m i = d := by
  simp [monomials, mem_piAntidiag]
```

A theorem in Lean has a name, then its hypotheses, then a colon and the statement; the proof follows `:= by`. This one says that m belongs to `monomials ι d` exactly when

Σ_i m_i = d.

The tactic `simp` proves it by unfolding the definition.

```lean
omit [DecidableEq ι] in
/-- A mode is involved in a monomial exactly when its exponent is not zero. -/
theorem mem_modes {m : ι → ℕ} {i : ι} : i ∈ modes m ↔ m i ≠ 0 := by
  simp [modes]
```

Likewise, i is a mode of m exactly when m_i ≠ 0. Later proofs use these two statements to pass between sets and exponents.

## The full force field

```lean
/-- The full force field has `C(N+d-1, d)` constants of degree `d`, where `N` is the number
of coordinates. -/
theorem card_monomials (ι : Type*) [Fintype ι] [DecidableEq ι] (d : ℕ) :
    #(monomials ι d) = (Fintype.card ι + d - 1).choose d := by
  -- a monomial of degree `d` is a multiset of `d` coordinates
  have e : Sym ι d ≃ {m // m ∈ monomials ι d} :=
    (Sym.equivNatSumOfFintype ι d).trans
      (Equiv.subtypeEquivRight fun m => mem_monomials.symm)
  rw [← Fintype.card_coe]
  exact (Fintype.card_congr e.symm).trans (Sym.card_sym_eq_choose d)
```

The sign `#` means "number of elements of", and `Fintype.card ι` is the number of coordinates N. The statement reads

number of monomials of degree d = C(N+d−1, d).

By hand, write a monomial as a list of its factors in order, so that q₁²q₃ becomes 1, 1, 3. This is a choice of d coordinates with repetition. For N ≥ 1, draw it as d stars separated into N groups by N−1 bars. Choosing which of the N+d−1 places hold stars gives the binomial coefficient. For N = 0 there is no monomial of positive degree and one of degree zero, in agreement with the formula as Lean evaluates it.

In the proof, `Sym ι d` is the type of such unordered choices. The equivalence `e` matches them with monomials, and Mathlib supplies the number of choices.

## A fixed set of modes

```lean
/-- For `d ≥ 1` and a given nonempty set `s` of modes, `C(d-1, |s|-1)` monomials of degree `d`
involve exactly the modes in `s`. -/
theorem card_modes_eq {d : ℕ} (hd : 1 ≤ d) (s : Finset ι) (hs : s.Nonempty) :
    #{m ∈ monomials ι d | modes m = s} = (d - 1).choose (s.card - 1) := by
  have hs1 : 1 ≤ s.card := hs.card_pos
  -- only the modes in `s` contribute to the degree
  have key : ∀ m : ι → ℕ, modes m = s → ∑ i : s, m i = ∑ i, m i := by
    intro m hm
    rw [Finset.sum_coe_sort s m]
    refine Finset.sum_subset (subset_univ s) (fun i _ hi => ?_)
    by_contra h
    exact hi (by rw [← hm]; exact mem_modes.2 h)
  -- lowering every exponent on `s` by one lowers the degree by `|s|`
  have low : ∀ m : ι → ℕ, modes m = s → ∑ i : s, (m i - 1) + s.card = ∑ i, m i := by
    intro m hm
    have h1 : ∑ i : s, m i = ∑ i : s, ((m i - 1) + 1) := by
      refine Finset.sum_congr rfl (fun i _ => ?_)
      have hi : (i : ι) ∈ modes m := by rw [hm]; exact i.2
      have := mem_modes.1 hi
      omega
    rw [← key m hm, h1, Finset.sum_add_distrib]
    simp
  -- the inverse operation raises every exponent on `s` by one
  let g : (s → ℕ) → ι → ℕ := fun f i => if h : i ∈ s then f ⟨i, h⟩ + 1 else 0
  have hg : ∀ (f : s → ℕ) (i : s), g f i = f i + 1 := fun f i => by simp [g]
  have hg0 : ∀ (f : s → ℕ) (i : ι), i ∉ s → g f i = 0 := fun f i h => by simp [g, h]
  have hgm : ∀ f : s → ℕ, modes (g f) = s := by
    intro f
    ext i
    rw [mem_modes]
    by_cases h : i ∈ s
    · have h' : g f i = f ⟨i, h⟩ + 1 := hg f ⟨i, h⟩
      exact iff_of_true (by rw [h']; exact Nat.succ_ne_zero _) h
    · exact iff_of_false (fun h' => h' (hg0 f i h)) h
  by_cases hsd : s.card ≤ d
  · have hc : #{m ∈ monomials ι d | modes m = s} = #(monomials s (d - s.card)) := by
      refine Finset.card_bij' (fun m _ => fun i : s => m i - 1) (fun f _ => g f) ?_ ?_ ?_ ?_
      · intro m hm
        obtain ⟨h1, h2⟩ := mem_filter.1 hm
        have h3 := low m h2
        rw [mem_monomials.1 h1] at h3
        exact mem_monomials.2 (by omega)
      · intro f hf
        refine mem_filter.2 ⟨mem_monomials.2 ?_, hgm f⟩
        have h3 := low (g f) (hgm f)
        simp only [hg, Nat.add_sub_cancel] at h3
        rw [mem_monomials.1 hf] at h3
        omega
      · intro m hm
        have h2 := (mem_filter.1 hm).2
        funext i
        by_cases h : i ∈ s
        · have h4 := mem_modes.1 (show i ∈ modes m by rw [h2]; exact h)
          have h5 := hg (fun j : s => m j - 1) ⟨i, h⟩
          dsimp only at h5 ⊢
          omega
        · have h4 : m i = 0 := by
            by_contra h5
            exact h (by rw [← h2]; exact mem_modes.2 h5)
          rw [h4]
          exact hg0 (fun j : s => m j - 1) i h
      · intro f _
        funext i
        simp only [hg, Nat.add_sub_cancel]
    rw [hc, card_monomials, Fintype.card_coe, show s.card + (d - s.card) - 1 = d - 1 by omega]
    exact Nat.choose_symm_of_eq_add (by omega)
  · -- more modes than the degree allows
    rw [Nat.choose_eq_zero_of_lt (by omega), Finset.card_eq_zero,
      Finset.filter_eq_empty_iff]
    intro m hm h2
    have h3 := low m h2
    rw [mem_monomials.1 hm] at h3
    omega
```

Now fix a nonempty set s of modes and let p = |s|. The filter notation `{m ∈ monomials ι d | modes m = s}` selects the monomials that contain every coordinate in s and no other. The theorem says that there are C(d−1, p−1) of them.

By hand, every exponent on s is at least one. Put f_i = m_i − 1 for i in s. Then f_i ≥ 0 and

Σ_{i∈s} f_i = d − p.

If p ≤ d, each such f comes from exactly one m, recovered by adding one to every exponent on s. So the monomials sought are as many as all monomials of degree d−p in p coordinates:

C(p + (d−p) − 1, d−p) = C(d−1, d−p) = C(d−1, p−1).

If p > d, there is no such monomial, and C(d−1, p−1) is zero as well.

The Lean proof takes the same route. `key` says that only exponents on s contribute to the degree, and `low` says that lowering them by one reduces the sum by |s|. The function `g` raises them again, and `hgm` checks that its result has exactly the modes s. The line `by_cases hsd` separates p ≤ d from p > d. In the first case `Finset.card_bij'` takes the two maps and asks for four checks: each map lands in the right set, and each undoes the other. The tactic `omega` settles the arithmetic of natural numbers.

## Any k modes out of N

```lean
/-- Among the monomials of degree `d ≥ 1` in `N` coordinates, exactly `C(N,k) C(d-1,k-1)`
involve precisely `k` modes, for every `k ≥ 1`. -/
theorem card_k_mode (N : ℕ) {d k : ℕ} (hd : 1 ≤ d) (hk : 1 ≤ k) :
    #{m ∈ monomials (Fin N) d | #(modes m) = k} = N.choose k * (d - 1).choose (k - 1) := by
  -- sort the monomials by the set of modes they involve
  rw [Finset.card_eq_sum_card_fiberwise (f := modes) (t := powersetCard k univ)
    (fun m hm => mem_powersetCard.2 ⟨subset_univ _, (mem_filter.1 hm).2⟩)]
  have h : ∀ s ∈ powersetCard k (univ : Finset (Fin N)),
      #{m ∈ {m ∈ monomials (Fin N) d | #(modes m) = k} | modes m = s}
        = (d - 1).choose (k - 1) := by
    intro s hs
    have hsk := (mem_powersetCard.1 hs).2
    rw [← hsk, ← card_modes_eq hd s (card_pos.1 (by omega)), Finset.filter_filter]
    congr 1
    refine Finset.filter_congr (fun m _ => ⟨fun h => h.2, fun h => ⟨by rw [h], h⟩⟩)
  rw [Finset.sum_congr rfl h, Finset.sum_const, card_powersetCard, card_univ,
    Fintype.card_fin, smul_eq_mul]
```

Here the coordinates are `Fin N`, the numbers 0 to N−1. The hypotheses `hd` and `hk` require d ≥ 1 and k ≥ 1. The conclusion is

number of monomials of degree d with exactly k modes = C(N,k)·C(d−1,k−1).

By hand, sort the monomials by their set of modes. There are C(N,k) sets of size k, and each contributes C(d−1,k−1) monomials by the previous theorem. No monomial is counted twice, since it has only one set of modes.

In Lean, `powersetCard k univ` is the collection of k-element sets, and `Finset.card_eq_sum_card_fiberwise` does the sorting. The statement `h` gives the equal contribution of each set, so the sum becomes a product.

Both hypotheses matter. For N = 1, d = 0, k = 1 the only monomial is the constant 1, which has no modes: the count is 0, but the formula gives 1. So d = 0 can't be admitted at k = 1. For N = 1, d = 1, k = 0 the count is again 0, while Lean, where 0 − 1 is 0 for natural numbers, evaluates the right-hand side to 1. So k = 0 can't be admitted at d = 1.

## The n-mode expansion

```lean
/-- The `n`-mode expansion has `∑ C(N,k) C(d-1,k-1)` constants of degree `d ≥ 1`, the sum
running over `k = 1, …, n`. -/
theorem card_n_mode_expansion (N n : ℕ) {d : ℕ} (hd : 1 ≤ d) :
    #{m ∈ monomials (Fin N) d | #(modes m) ≤ n}
      = ∑ k ∈ Icc 1 n, N.choose k * (d - 1).choose (k - 1) := by
  -- a monomial of positive degree involves at least one mode
  have hpos : ∀ m ∈ monomials (Fin N) d, 1 ≤ #(modes m) := by
    intro m hm
    by_contra h
    have h0 : modes m = ∅ := card_eq_zero.1 (by omega)
    have h1 : ∑ i, m i = 0 := Finset.sum_eq_zero (fun i _ => by
      by_contra h2
      have h3 := mem_modes.2 h2
      rw [h0] at h3
      exact notMem_empty i h3)
    rw [mem_monomials.1 hm] at h1
    omega
  rw [Finset.card_eq_sum_card_fiberwise (f := fun m => #(modes m)) (t := Icc 1 n)
    (fun m hm => mem_Icc.2 ⟨hpos m (mem_filter.1 hm).1, (mem_filter.1 hm).2⟩)]
  refine Finset.sum_congr rfl (fun k hk => ?_)
  obtain ⟨hk1, hkn⟩ := mem_Icc.1 hk
  rw [← card_k_mode N hd hk1, Finset.filter_filter]
  congr 1
  exact Finset.filter_congr (fun m _ => ⟨fun h => h.2, fun h => ⟨h.le.trans hkn, h⟩⟩)
```

Replacing "exactly k" by "at most n" gives

number of kept constants of degree d = Σ_{k=1}^{n} C(N,k)·C(d−1,k−1).

`Icc 1 n` is the range from 1 to n, both ends included. By hand, a monomial of positive degree has some nonzero exponent and hence at least one mode. The number of modes of a monomial that is kept therefore lies between 1 and n, and one adds the counts for each k. The proof establishes the lower bound as `hpos`, sorts by number of modes, and applies `card_k_mode` to each term.

```lean
/-- For `d ≥ 1`, the sum of `C(N,k) C(d-1,k-1)` over `k = 1, …, d` equals `C(N+d-1, d)`. -/
theorem d_mode_expansion_complete (N : ℕ) {d : ℕ} (hd : 1 ≤ d) :
    ∑ k ∈ Icc 1 d, N.choose k * (d - 1).choose (k - 1) = (N + d - 1).choose d := by
  rw [← card_n_mode_expansion N d hd, Finset.filter_true_of_mem, card_monomials,
    Fintype.card_fin]
  -- each mode involved uses up at least one unit of the degree
  intro m hm
  calc #(modes m) = ∑ i ∈ modes m, 1 := by simp
    _ ≤ ∑ i ∈ modes m, m i :=
        Finset.sum_le_sum (fun i hi => Nat.one_le_iff_ne_zero.2 (mem_modes.1 hi))
    _ ≤ ∑ i, m i := Finset.sum_le_sum_of_subset (subset_univ _)
    _ = d := mem_monomials.1 hm
```

At n = d the expansion contains every monomial of degree d, so the two ways of counting must agree:

Σ_{k=1}^{d} C(N,k)·C(d−1,k−1) = C(N+d−1, d).

The reason is that each mode uses at least one unit of the degree:

|modes(m)| = Σ_{i∈modes(m)} 1 ≤ Σ_{i∈modes(m)} m_i ≤ Σ_i m_i = d.

The `calc` block is this chain, line by line. The condition "at most d modes" thus removes nothing, and the full count from `card_monomials` applies. For quartic terms, four-mode coupling is the highest that can occur.

## Quartic constants kept and dropped

```lean
/-- A quartic force field limited to terms with at most two modes has `N(3N-1)/2` quartic constants.
-/
theorem two_mode_quartic (N : ℕ) :
    (#{m ∈ monomials (Fin N) 4 | #(modes m) ≤ 2} : ℚ) = N * (3 * N - 1) / 2 := by
  have h : ∑ k ∈ Icc 1 2, N.choose k * (4 - 1).choose (k - 1) = N + N.choose 2 * 3 := by
    simp [Finset.sum_Icc_succ_top]
  rw [card_n_mode_expansion N 2 (by norm_num), h]
  push_cast [Nat.cast_choose_two]
  ring
```

Set d = 4 and n = 2. Each coordinate gives one term, q_i⁴. Each pair gives three: q_i³q_j, q_i²q_j² and q_iq_j³. Therefore

N + 3·C(N,2) = N + 3N(N−1)/2 = N(3N−1)/2.

The mark `: ℚ` tells Lean to read the count as a rational number, so that subtraction and division have their usual meaning. The statement `h` evaluates the sum over k, `push_cast` carries it into the rationals, and `ring` does the algebra. Only constants of degree four are counted here; quadratic and cubic ones come in addition.

```lean
/-- The full quartic force field has `C(N+3, 4)` quartic constants. -/
theorem full_quartic (N : ℕ) : #(monomials (Fin N) 4) = (N + 3).choose 4 := by
  have h := card_monomials (Fin N) 4
  rw [Fintype.card_fin] at h
  exact h
```

Without truncation, the general count at d = 4 gives

C(N+3, 4) = N(N+1)(N+2)(N+3)/24.

The Lean statement is the binomial form on the left; the polynomial form is derived inside the next proof.

```lean
/-- The two-mode truncation drops `N(N-1)(N-2)(N+9)/24` quartic constants. -/
theorem dropped_quartic (N : ℕ) :
    (#{m ∈ monomials (Fin N) 4 | ¬ #(modes m) ≤ 2} : ℚ)
      = N * (N - 1) * (N - 2) * (N + 9) / 24 := by
  have hsum : #{m ∈ monomials (Fin N) 4 | #(modes m) ≤ 2}
      + #{m ∈ monomials (Fin N) 4 | ¬ #(modes m) ≤ 2} = (N + 3).choose 4 := by
    rw [← full_quartic]
    exact Finset.card_filter_add_card_filter_not _
  -- the binomial coefficient as a polynomial in `N`
  have hc : N * (N + 1) * (N + 2) * (N + 3) = 24 * (N + 3).choose 4 := by
    have h := Nat.descFactorial_eq_factorial_mul_choose (N + 3) 4
    rw [show Nat.factorial 4 = 24 from rfl] at h
    rw [← h]
    simp [Nat.descFactorial_succ]
    ring
  have hsum' := congrArg (Nat.cast : ℕ → ℚ) hsum
  have hc' := congrArg (Nat.cast : ℕ → ℚ) hc
  push_cast at hsum' hc'
  rw [two_mode_quartic] at hsum'
  linear_combination hsum' - hc' / 24

end NModeForceField
```

The sign `¬` means "not", so this set holds the quartic monomials with more than two modes. By hand, subtract the kept constants from the full number:

N(N+1)(N+2)(N+3)/24 − N(3N−1)/2
= N(N³ + 6N² − 25N + 18)/24
= N(N−1)(N−2)(N+9)/24.

In the proof, `hsum` says that kept and dropped constants add up to the full number, and `hc` writes the binomial coefficient as a polynomial. After both are carried into the rationals, `linear_combination` performs the subtraction.

The result vanishes for N = 0, 1 and 2, where no monomial can have three modes. For N = 3, as in a bent triatomic molecule, 12 of the 15 constants are kept. The three dropped ones belong to q₁²q₂q₃, q₁q₂²q₃ and q₁q₂q₃². For large N the kept constants grow as 3N²/2 and the dropped ones as N⁴/24.

```lean
#print axioms NModeForceField.card_k_mode
#print axioms NModeForceField.d_mode_expansion_complete
#print axioms NModeForceField.dropped_quartic
```

```
'NModeForceField.card_k_mode' depends on axioms: [propext, Classical.choice, Quot.sound]
'NModeForceField.d_mode_expansion_complete' depends on axioms: [propext, Classical.choice, Quot.sound]
'NModeForceField.dropped_quartic' depends on axioms: [propext, Classical.choice, Quot.sound]
```
